# How the coupling factor of a single electromechanical mode links its stiffnesses and permittivities

Take a single electromechanical mode with stiffness `c` > 0 at fixed electric field, permittivity `k` > 0 at fixed strain and any real piezoelectric coupling constant `e`, the one that gives stress per unit field. Its squared coupling factor is κ² = e²/(ck + e²). The theorem says that multiplying by 1 − κ² takes the stiffness at fixed electric displacement, c + e²/k, to c, and the permittivity at fixed stress, k + e²/c, to k. Both quantities are defined by matrix formulas, used here with 1×1 real matrices. The proof first reduces each matrix expression to a scalar one, in `h1` and `h2`, and then derives the two identities by algebra from the definition of κ² and the relations k·k⁻¹ = 1 and c·c⁻¹ = 1.

The first attempt, which Lean rejects:

```lean
import Mathlib

open Matrix

namespace SingleModeCoupling

noncomputable section

variable {m n : Type*} [Fintype m] [DecidableEq m] [Fintype n] [DecidableEq n]

/-- The stiffness at fixed electric displacement, `C + eᵀ k⁻¹ e`, for invertible `k`. -/
def stiffnessD (C : Matrix m m ℝ) (e : Matrix n m ℝ) (k : Matrix n n ℝ) : Matrix m m ℝ :=
  C + eᵀ * k⁻¹ * e

/-- The permittivity at fixed stress, `k + e C⁻¹ eᵀ`, for invertible `C`. -/
def permittivityS (C : Matrix m m ℝ) (e : Matrix n m ℝ) (k : Matrix n n ℝ) : Matrix n n ℝ :=
  k + e * C⁻¹ * eᵀ

/-- The squared electromechanical coupling factor `e² / (c k + e²)` of a single mode, for
positive stiffness `c` and permittivity `k`. -/
def couplingSq (c e k : ℝ) : ℝ := e ^ 2 / (c * k + e ^ 2)

/-- For a single mode with positive `c` and `k`, the stiffness at fixed displacement and the
permittivity at fixed stress are both reduced by the factor `1 - κ²` to `c` and `k`. -/
theorem single_mode_coupling {c k : ℝ} (e : ℝ) (hc : 0 < c) (hk : 0 < k) :
    stiffnessD !![c] !![e] !![k] 0 0 * (1 - couplingSq c e k) = c ∧
      permittivityS !![c] !![e] !![k] 0 0 * (1 - couplingSq c e k) = k := by
  have hinv : ∀ a : ℝ, 0 < a → (!![a])⁻¹ = !![a⁻¹] := by
    intro a ha
    apply Matrix.inv_eq_right_inv
    ext i j
    fin_cases i
    fin_cases j
    simp [Matrix.mul_apply, ha.ne']
  have h1 : stiffnessD !![c] !![e] !![k] 0 0 = c + e * k⁻¹ * e := by
    simp [stiffnessD, hinv k hk, Matrix.mul_apply]
  have h2 : permittivityS !![c] !![e] !![k] 0 0 = k + e * c⁻¹ * e := by
    simp [permittivityS, hinv c hc, Matrix.mul_apply]
  have hne : c * k + e ^ 2 ≠ 0 := by positivity
  have ht : couplingSq c e k * (c * k + e ^ 2) = e ^ 2 := div_mul_cancel₀ _ hne
  have hkk : k * k⁻¹ = 1 := mul_inv_cancel₀ hk.ne'
  have hcc : c * c⁻¹ = 1 := mul_inv_cancel₀ hc.ne'
  rw [h1, h2]
  constructor
  · linear_combination (-k⁻¹) * ht + couplingSq c e k * c * hkk
  · linear_combination (-c⁻¹) * ht + couplingSq c e k * k * hcc

end

end SingleModeCoupling
```

Lean reports:

```
Main.lean:37:69: error: unsolved goals
c k e : ℝ
hc : 0 < c
hk : 0 < k
hinv : ∀ (a : ℝ), 0 < a → !![a]⁻¹ = !![a⁻¹]
h1 : stiffnessD !![c] !![e] !![k] 0 0 = c + e * k⁻¹ * e
⊢ (![e * c⁻¹] ᵥ* !![e]ᵀ) 0 = e * c⁻¹ * e
Main.lean:38:36: warning: This simp argument is unused:
  Matrix.mul_apply

Hint: Omit it from the simp argument list.
  [apply] simp [permittivityS, hinv c hc]

Note: This linter can be disabled with `set_option linter.unusedSimpArgs false`
```

Fix (accepted with no message):

```diff
@@ -36,5 +36,11 @@
     simp [stiffnessD, hinv k hk, Matrix.mul_apply]
   have h2 : permittivityS !![c] !![e] !![k] 0 0 = k + e * c⁻¹ * e := by
-    simp [permittivityS, hinv c hc, Matrix.mul_apply]
+    have hT : (!![e])ᵀ = !![e] := by
+      ext i j
+      fin_cases i
+      fin_cases j
+      rfl
+    rw [permittivityS, hinv c hc, hT]
+    simp
   have hne : c * k + e ^ 2 ≠ 0 := by positivity
   have ht : couplingSq c e k * (c * k + e ^ 2) = e ^ 2 := div_mul_cancel₀ _ hne
```

Diagnosis. The error is in `h2`, the scalar formula for the permittivity. There `simp` rewrites the matrix product into a row vector times a matrix, `![e * c⁻¹] ᵥ* !![e]ᵀ`, and stops, because the right-hand factor is still a transpose and not an explicit matrix whose entries it can multiply out. The warning says that `Matrix.mul_apply`, which would expand an entry of a matrix product as a sum, was never used.

The repair proves in `hT`, entry by entry, that the 1×1 matrix `!![e]` equals its transpose. The `rw` then unfolds `permittivityS`, puts in the explicit inverse and removes the transpose, all before `simp` runs. With only explicit matrices left, `simp` can compute the entry and close the goal. Leaving out `Matrix.mul_apply` is mere tidying, since it played no part.
